# Mean-square convergence of trial functions does not control their energy in a box

The kinetic energy of a piecewise smooth trial function with kinks can be defined with the ordinary derivative, provided that the function has no jumps. That is the choice made here: for a particle between hard walls at $0$ and $1$, with no potential inside and $\hbar=m=1$,

$$E[f]=\frac{\tfrac12\int_0^1 f'(x)^2\,dx}{\int_0^1 f(x)^2\,dx}.$$

A jump would escape this formula: the function equal to 1 inside the box and 0 at the walls would get energy zero. The trial functions must therefore be shown to be continuous in a strong enough sense and to vanish at the walls.

## Energy and error of a trapezoid

For $0<d<\tfrac12$ let $f_d(x)=\min(1,x/d,(1-x)/d)$. It equals $x/d$ on $[0,d]$, $1$ on $[d,1-d]$ and $(1-x)/d$ on $[1-d,1]$, with slopes $1/d$, $0$ and $-1/d$. The two ramps contribute equally, so

$$\int_0^1 f_d'^2\,dx=2d\cdot\frac1{d^2}=\frac2d,$$

$$\int_0^1 f_d^2\,dx=2\int_0^d\frac{x^2}{d^2}\,dx+(1-2d)=\frac{3-4d}{3},$$

$$\int_0^1(f_d-1)^2\,dx=2\int_0^d\Bigl(1-\frac xd\Bigr)^2dx=\frac{2d}{3}.$$

Hence

$$E[f_d]=\frac{1/d}{(3-4d)/3}=\frac{3}{d(3-4d)}\ge\frac1d,$$

because $0<3-4d<3$. As $d\to0^+$ the mean-square distance from the constant one vanishes and the energy diverges. Their product is $2/(3-4d)$, which tends to $2/3$.

The functions $f_d$ are not normalised. The normalised state is $f_d/\sqrt{1-4d/3}$; it has the same energy, and since the norm tends to 1, it also converges to the constant one in mean square.

Within the family, the best energy follows from

$$E[f_d]-\frac{16}{3}=\frac{(8d-3)^2}{3d(3-4d)}\ge0,$$

with equality exactly at $d=3/8$.

Mean-square convergence of trial functions thus does not keep their energies bounded. The limit here is the constant one, which violates the wall conditions, but a limit that obeys them does not help. Take the normalised eigenfunctions $\varphi_n(x)=\sqrt2\sin(n\pi x)$, with energies $n^2\pi^2/2$. For $n\ge2$ the function $\varphi_1+\varphi_n/\sqrt n$ has mean-square distance $1/n$ from the ground state $\varphi_1$, yet its energy is $n\pi^2/2$. This second example is not formalised below.

## The trapezoid and its energy in Lean

```lean
import Mathlib

open MeasureTheory Set Filter Topology

namespace TrapezoidTrialFunction

noncomputable section
```

The trial function is defined for all real `d` and `x`; only its values in the box enter the integrals.

```lean
/-- The minimum of `1`, `x/d` and `(1-x)/d`. For `0 < d < 1/2` its graph on the unit box is a
trapezoid, with linear ramps of width `d` at both walls and a plateau of height one. -/
def trial (d x : ℝ) : ℝ := min 1 (min (x / d) ((1 - x) / d))
```

`boxEnergy` is $E[f]$, with `deriv` as the pointwise derivative. It accepts any real function, so the wall conditions are not built into it.

```lean
/-- Half the integral of the squared pointwise derivative over the unit box, divided by the integral
of the squared function. For a Lipschitz function that vanishes at both walls and is not identically
zero on the box, this is the Rayleigh quotient of a particle in the box, in units with `ħ = m = 1`.
-/
def boxEnergy (f : ℝ → ℝ) : ℝ :=
  (1 / 2 * ∫ x in (0 : ℝ)..1, (deriv f x) ^ 2) / ∫ x in (0 : ℝ)..1, (f x) ^ 2
```

## Integrating squares of affine functions

Every integrand above is piecewise the square of an affine function $px+q$. The next lemma integrates one such piece using an antiderivative. It needs the formula for `F` only on the open interval, so the kinks do no harm.

```lean
/-- A function equal to the square of an affine function inside an interval is integrable there,
and its integral is given in closed form. -/
theorem integral_piece {a b p q : ℝ} {F : ℝ → ℝ} (hab : a ≤ b)
    (h : ∀ x ∈ Ioo a b, F x = (p * x + q) ^ 2) :
    IntervalIntegrable F volume a b ∧ ∫ x in a..b, F x =
      p ^ 2 / 3 * (b ^ 3 - a ^ 3) + p * q * (b ^ 2 - a ^ 2) + q ^ 2 * (b - a) := by
  have hc : Continuous (fun x : ℝ => (p * x + q) ^ 2) := by fun_prop
  have hi : IntervalIntegrable (fun x : ℝ => (p * x + q) ^ 2) volume a b :=
    hc.intervalIntegrable a b
  constructor
  · rw [intervalIntegrable_iff_integrableOn_Ioo_of_le hab] at hi ⊢
    exact hi.congr_fun (fun x hx => (h x hx).symm) measurableSet_Ioo
  · -- the end points do not matter for the integral
    have e : ∫ x in a..b, F x = ∫ x in a..b, (p * x + q) ^ 2 := by
      rw [intervalIntegral.integral_of_le hab, intervalIntegral.integral_of_le hab,
        integral_Ioc_eq_integral_Ioo, integral_Ioc_eq_integral_Ioo]
      exact setIntegral_congr_fun measurableSet_Ioo h
    have hd : ∀ x : ℝ, HasDerivAt
        (fun y : ℝ => p ^ 2 / 3 * y ^ 3 + p * q * y ^ 2 + q ^ 2 * y) ((p * x + q) ^ 2) x := by
      intro x
      have h3 := (((hasDerivAt_pow 3 x).const_mul (p ^ 2 / 3)).fun_add
        ((hasDerivAt_pow 2 x).const_mul (p * q))).fun_add
        ((hasDerivAt_id' x).const_mul (q ^ 2))
      refine h3.congr_deriv ?_
      norm_num
      ring
    rw [e, intervalIntegral.integral_eq_sub_of_hasDerivAt (fun x _ => hd x) hi]
    ring
```

## Values, slopes and boundary conditions

The three cases of the minimum are settled by comparing $x$, $1-x$ and $d$.

```lean
/-- On the left ramp, the plateau and the right ramp the trial function is `x/d`, `1` and
`(1-x)/d`. -/
theorem trial_values {d : ℝ} (hd : 0 < d) (hd2 : d < 1 / 2) (x : ℝ) :
    (x ≤ d → trial d x = x / d) ∧ (d ≤ x → x ≤ 1 - d → trial d x = 1) ∧
      (1 - d ≤ x → trial d x = (1 - x) / d) := by
  refine ⟨fun h => ?_, fun h h' => ?_, fun h => ?_⟩
  · have a : x / d ≤ (1 - x) / d := by
      rw [div_le_div_iff_of_pos_right hd]; linarith
    have b : x / d ≤ 1 := (div_le_one hd).2 h
    rw [trial, min_eq_left a, min_eq_right b]
  · have a : 1 ≤ x / d := (one_le_div hd).2 h
    have b : 1 ≤ (1 - x) / d := (one_le_div hd).2 (by linarith)
    rw [trial, min_eq_left (le_min a b)]
  · have a : (1 - x) / d ≤ x / d := by
      rw [div_le_div_iff_of_pos_right hd]; linarith
    have b : (1 - x) / d ≤ 1 := (div_le_one hd).2 (by linarith)
    rw [trial, min_eq_right a, min_eq_right b]
```

Near any point off the kinks, the function agrees with a single affine formula and inherits its derivative.

```lean
/-- Away from the kinks the slope of the trial function is `1/d`, `0` and `-1/d` on the left
ramp, the plateau and the right ramp. -/
theorem trial_slopes {d : ℝ} (hd : 0 < d) (hd2 : d < 1 / 2) (x : ℝ) :
    (x < d → HasDerivAt (trial d) (1 / d) x) ∧
      (d < x → x < 1 - d → HasDerivAt (trial d) 0 x) ∧
      (1 - d < x → HasDerivAt (trial d) (-1 / d) x) := by
  refine ⟨fun h => ?_, fun h h' => ?_, fun h => ?_⟩
  · refine ((hasDerivAt_id' x).div_const d).congr_of_eventuallyEq ?_
    filter_upwards [Iio_mem_nhds h] with y hy
    exact (trial_values hd hd2 y).1 (le_of_lt hy)
  · refine (hasDerivAt_const x (1 : ℝ)).congr_of_eventuallyEq ?_
    filter_upwards [Ioo_mem_nhds h h'] with y hy
    exact (trial_values hd hd2 y).2.1 hy.1.le hy.2.le
  · refine (((hasDerivAt_id' x).const_sub 1).div_const d).congr_of_eventuallyEq ?_
    filter_upwards [Ioi_mem_nhds h] with y hy
    exact (trial_values hd hd2 y).2.2 (le_of_lt hy)
```

The next theorem supplies what the energy definition needs: $f_d$ vanishes at both walls and satisfies $|f_d(x)-f_d(y)|\le|x-y|/d$. A Lipschitz function is the integral of its pointwise derivative, so no kinetic energy is hidden in a jump. The proof bounds each entry of the minimum separately, then exchanges $x$ and $y$.

```lean
/-- The trial function vanishes at both walls and is Lipschitz continuous with constant `1/d`. -/
theorem trial_admissible {d : ℝ} (hd : 0 < d) (hd2 : d < 1 / 2) :
    trial d 0 = 0 ∧ trial d 1 = 0 ∧ ∀ x y, |trial d x - trial d y| ≤ |x - y| / d := by
  refine ⟨?_, ?_, ?_⟩
  · rw [(trial_values hd hd2 0).1 hd.le, zero_div]
  · rw [(trial_values hd hd2 1).2.2 (by linarith), sub_self, zero_div]
  · have key : ∀ x y, trial d x - |x - y| / d ≤ trial d y := by
      intro x y
      have h0 : 0 ≤ |x - y| / d := by positivity
      have h1 : trial d x ≤ 1 := min_le_left _ _
      have h2 : trial d x ≤ x / d := (min_le_right _ _).trans (min_le_left _ _)
      have h3 : trial d x ≤ (1 - x) / d := (min_le_right _ _).trans (min_le_right _ _)
      have h4 : x / d - y / d ≤ |x - y| / d := by
        rw [← sub_div, div_le_div_iff_of_pos_right hd]
        exact le_abs_self _
      have h5 : (1 - x) / d - (1 - y) / d ≤ |x - y| / d := by
        rw [← sub_div, div_le_div_iff_of_pos_right hd]
        linarith [neg_abs_le (x - y)]
      exact le_min (by linarith) (le_min (by linarith) (by linarith))
    intro x y
    have h1 := key x y
    have h2 := key y x
    rw [abs_sub_comm y x] at h2
    exact abs_sub_le_iff.2 ⟨by linarith, by linarith⟩
```

## The three integrals and the energy

Adding the two ramps and the plateau gives one formula with the affine coefficients as parameters.

```lean
/-- An integral over the box of a function that is the square of an affine function on each ramp and
the square of a constant on the plateau is the sum of three closed-form contributions. -/
theorem integral_trapezoid {d : ℝ} (hd : 0 < d) (hd2 : d < 1 / 2) (F : ℝ → ℝ)
    (p q r s t : ℝ) (h1 : ∀ x ∈ Ioo 0 d, F x = (p * x + q) ^ 2)
    (h2 : ∀ x ∈ Ioo d (1 - d), F x = (0 * x + r) ^ 2)
    (h3 : ∀ x ∈ Ioo (1 - d) 1, F x = (s * x + t) ^ 2) :
    ∫ x in (0 : ℝ)..1, F x = (p ^ 2 / 3 * d ^ 3 + p * q * d ^ 2 + q ^ 2 * d)
      + r ^ 2 * (1 - 2 * d)
      + (s ^ 2 / 3 * (1 - (1 - d) ^ 3) + s * t * (1 - (1 - d) ^ 2) + t ^ 2 * d) := by
  obtain ⟨i1, e1⟩ := integral_piece hd.le h1
  obtain ⟨i2, e2⟩ := integral_piece (by linarith) h2
  obtain ⟨i3, e3⟩ := integral_piece (by linarith) h3
  rw [← intervalIntegral.integral_add_adjacent_intervals (i1.trans i2) i3,
    ← intervalIntegral.integral_add_adjacent_intervals i1 i2, e1, e2, e3]
  ring
```

Inserting the coefficients for $f_d'$, $f_d$ and $f_d-1$ yields the three integrals computed by hand.

```lean
/-- The integrated squared slope, the squared norm, and the mean-square distance of the trial
function from the constant one. -/
theorem trial_integrals {d : ℝ} (hd : 0 < d) (hd2 : d < 1 / 2) :
    ∫ x in (0 : ℝ)..1, (deriv (trial d) x) ^ 2 = 2 / d ∧
      ∫ x in (0 : ℝ)..1, (trial d x) ^ 2 = (3 - 4 * d) / 3 ∧
      ∫ x in (0 : ℝ)..1, (trial d x - 1) ^ 2 = 2 * d / 3 := by
  have v := trial_values hd hd2
  have w := trial_slopes hd hd2
  refine ⟨?_, ?_, ?_⟩
  · refine (integral_trapezoid hd hd2 (fun x => (deriv (trial d) x) ^ 2)
      0 (1 / d) 0 0 (-1 / d) (fun x hx => ?_) (fun x hx => ?_) (fun x hx => ?_)).trans ?_
    · simp only [((w x).1 hx.2).deriv, zero_mul, zero_add]
    · simp only [((w x).2.1 hx.1 hx.2).deriv, zero_mul, zero_add]
    · simp only [((w x).2.2 hx.1).deriv, zero_mul, zero_add]
    · field_simp
      ring
  · refine (integral_trapezoid hd hd2 (fun x => (trial d x) ^ 2)
      (1 / d) 0 1 (-1 / d) (1 / d) (fun x hx => ?_) (fun x hx => ?_) (fun x hx => ?_)).trans ?_
    · simp only [(v x).1 hx.2.le]; ring
    · simp only [(v x).2.1 hx.1.le hx.2.le]; ring
    · simp only [(v x).2.2 hx.1.le]; ring
    · field_simp
      ring
  · refine (integral_trapezoid hd hd2 (fun x => (trial d x - 1) ^ 2)
      (1 / d) (-1) 0 (-1 / d) (1 / d - 1)
      (fun x hx => ?_) (fun x hx => ?_) (fun x hx => ?_)).trans ?_
    · simp only [(v x).1 hx.2.le]; ring
    · simp only [(v x).2.1 hx.1.le hx.2.le]; ring
    · simp only [(v x).2.2 hx.1.le]; ring
    · field_simp
      ring
```

Their quotient is the energy.

```lean
/-- The box energy of the trapezoidal trial function with ramp width `d`. -/
theorem boxEnergy_trial {d : ℝ} (hd : 0 < d) (hd2 : d < 1 / 2) :
    boxEnergy (trial d) = 3 / (d * (3 - 4 * d)) := by
  obtain ⟨h1, h2, -⟩ := trial_integrals hd hd2
  have h3 : 3 - 4 * d ≠ 0 := by linarith
  rw [boxEnergy, h1, h2]
  field_simp
```

The hypothesis $d<\tfrac12$ ensures that the ramps do not overlap. Without it the formula can fail: at $d=1$ the function is the triangle $\min(x,1-x)$ on the box, with $\int f'^2=1$, $\int f^2=1/12$ and energy $6$, whereas $3/(d(3-4d))$ would give $-3$.

## Limits and the best ramp width

In the main theorem, `𝓝[>] 0` means $d\to0^+$ and `atTop` means divergence to $+\infty$. Both proofs restrict to $0<d<\tfrac12$, where the closed forms hold; the second compares the energy with $1/d$.

```lean
/-- As the ramps shrink, the trial functions converge in mean square to the constant one while their
box energies tend to infinity. -/
theorem meanSquare_tendsto_zero_and_energy_tendsto_atTop :
    Tendsto (fun d => ∫ x in (0 : ℝ)..1, (trial d x - 1) ^ 2) (𝓝[>] 0) (𝓝 0) ∧
      Tendsto (fun d => boxEnergy (trial d)) (𝓝[>] 0) atTop := by
  have hmem : Ioo (0 : ℝ) (1 / 2) ∈ 𝓝[>] (0 : ℝ) := Ioo_mem_nhdsGT (by norm_num)
  constructor
  · have hc : Continuous (fun d : ℝ => 2 * d / 3) := by fun_prop
    have ht : Tendsto (fun d : ℝ => 2 * d / 3) (𝓝[>] 0) (𝓝 0) := by
      simpa using (hc.tendsto 0).mono_left nhdsWithin_le_nhds
    refine ht.congr' ?_
    filter_upwards [hmem] with d hd
    exact (trial_integrals hd.1 hd.2).2.2.symm
  · -- the energy is at least the inverse ramp width
    refine tendsto_atTop_mono' _ ?_ (tendsto_inv_nhdsGT_zero (𝕜 := ℝ))
    filter_upwards [hmem] with d hd
    have h0 : 0 < d := hd.1
    have h1 : 0 < 3 - 4 * d := by linarith [hd.2]
    rw [boxEnergy_trial hd.1 hd.2, inv_eq_one_div, div_le_div_iff₀ h0 (mul_pos h0 h1)]
    nlinarith [sq_nonneg d]
```

The rate of divergence follows from the continuity of $2/(3-4d)$ at $d=0$.

```lean
/-- As the ramps shrink, the product of the trial function's mean-square distance from the constant
one and its box energy tends to `2/3`. -/
theorem error_mul_energy_tendsto :
    Tendsto (fun d => (∫ x in (0 : ℝ)..1, (trial d x - 1) ^ 2) * boxEnergy (trial d))
      (𝓝[>] 0) (𝓝 (2 / 3)) := by
  have hc : ContinuousAt (fun d : ℝ => 2 / (3 - 4 * d)) 0 :=
    ContinuousAt.div (by fun_prop) (by fun_prop) (by norm_num)
  have ht : Tendsto (fun d : ℝ => 2 / (3 - 4 * d)) (𝓝[>] 0) (𝓝 (2 / 3)) := by
    simpa using hc.tendsto.mono_left nhdsWithin_le_nhds
  refine ht.congr' ?_
  filter_upwards [Ioo_mem_nhdsGT (show (0 : ℝ) < 1 / 2 by norm_num)] with d hd
  have h0 : d ≠ 0 := hd.1.ne'
  have h1 : 3 - 4 * d ≠ 0 := by linarith [hd.2]
  rw [boxEnergy_trial hd.1 hd.2, (trial_integrals hd.1 hd.2).2.2]
  field_simp
```

Finally, clearing the positive denominator reduces the optimum to the square $(8d-3)^2$: its non-negativity gives the bound, and its only zero gives the ramp width. This is a minimum over one parameter, not over all admissible functions.

```lean
/-- Within the trapezoidal family the box energy is at least `16/3`, with equality exactly at
ramp width `3/8`. -/
theorem ritz_optimum {d : ℝ} (hd : 0 < d) (hd2 : d < 1 / 2) :
    16 / 3 ≤ boxEnergy (trial d) ∧ (boxEnergy (trial d) = 16 / 3 ↔ d = 3 / 8) := by
  have h1 : 0 < d * (3 - 4 * d) := mul_pos hd (by linarith)
  rw [boxEnergy_trial hd hd2]
  constructor
  · rw [div_le_div_iff₀ (by norm_num) h1]
    nlinarith [sq_nonneg (8 * d - 3)]
  · rw [div_eq_div_iff h1.ne' (by norm_num)]
    constructor
    · intro h
      have h2 : (8 * d - 3) ^ 2 = 0 := by linear_combination h
      have h3 : 8 * d - 3 = 0 := pow_eq_zero_iff (two_ne_zero) |>.1 h2
      linarith
    · rintro rfl
      norm_num

end

end TrapezoidTrialFunction
```

```lean
#print axioms TrapezoidTrialFunction.trial_admissible
#print axioms TrapezoidTrialFunction.meanSquare_tendsto_zero_and_energy_tendsto_atTop
#print axioms TrapezoidTrialFunction.error_mul_energy_tendsto
#print axioms TrapezoidTrialFunction.ritz_optimum
```

```
'TrapezoidTrialFunction.trial_admissible' depends on axioms: [propext, Classical.choice, Quot.sound]
'TrapezoidTrialFunction.meanSquare_tendsto_zero_and_energy_tendsto_atTop' depends on axioms: [propext, Classical.choice, Quot.sound]
'TrapezoidTrialFunction.error_mul_energy_tendsto' depends on axioms: [propext, Classical.choice, Quot.sound]
'TrapezoidTrialFunction.ritz_optimum' depends on axioms: [propext, Classical.choice, Quot.sound]
```
